# The determinant of the exponential of a real symmetric matrix is the exponential of its trace

For a finite real symmetric matrix `A`, the theorem states that det(exp A) = exp(tr A), where the exponential on the left is that of a matrix and the one on the right that of a real number. In physics such a matrix can represent an observable in a finite orthonormal basis where its matrix elements are real; nothing is assumed about the signs of its eigenvalues. The attempt diagonalises `A` by the spectral theorem, so that the trace becomes the sum of the eigenvalues and the determinant the product of their exponentials. It then has to match the two products factor by factor.

In Lean, a first try:

```lean
import Mathlib

open Matrix

namespace DetExpSymmetric

noncomputable section

variable {n ι : Type*} [Fintype n] [DecidableEq n] [Fintype ι]

/-- For a real symmetric matrix, the determinant of the exponential is the exponential of the
trace. -/
theorem det_exp_symmetric (A : Matrix n n ℝ) (hA : Aᵀ = A) :
    (NormedSpace.exp A).det = Real.exp A.trace := by
  have hH : A.IsHermitian := by
    rw [Matrix.IsHermitian, conjTranspose_eq_transpose_of_trivial, hA]
  -- diagonalise in an orthonormal eigenbasis
  obtain ⟨U, d, hU, hs⟩ : ∃ (U : Matrix n n ℝ) (d : n → ℝ),
      U * star U = 1 ∧ A = U * diagonal d * star U :=
    ⟨hH.eigenvectorUnitary, hH.eigenvalues,
      Matrix.mem_unitaryGroup_iff.mp hH.eigenvectorUnitary.2, by
        have h := hH.spectral_theorem
        rw [Unitary.conjStarAlgAut_apply] at h
        exact h⟩
  have hU' : star U * U = 1 := mul_eq_one_comm.mp hU
  have hu : IsUnit U := ⟨⟨U, star U, hU, hU'⟩, rfl⟩
  have he := Matrix.exp_conj U (diagonal d) hu
  rw [inv_eq_right_inv hU] at he
  have ht : A.trace = ∑ i, d i := by
    rw [hs, trace_mul_comm, ← mul_assoc, hU', one_mul, trace_diagonal]
  rw [ht, hs, he, det_mul_comm, ← mul_assoc, hU', one_mul, Matrix.exp_diagonal, det_diagonal,
    Real.exp_sum]
  refine Finset.prod_congr rfl fun i _ => ?_
  rw [Pi.exp_apply, Real.exp_eq_exp_ℝ]

end

end DetExpSymmetric
```

Messages:

```
Main.lean:34:6: error(lean.unknownIdentifier): Unknown identifier `Pi.exp_apply`
Main.lean:14:50: error: unsolved goals
n : Type u_1
inst✝¹ : Fintype n
inst✝ : DecidableEq n
A : Matrix n n ℝ
hA : Aᵀ = A
hH : A.IsHermitian
U : Matrix n n ℝ
d : n → ℝ
hU : U * star U = 1
hs : A = U * diagonal d * star U
hU' : star U * U = 1
hu : IsUnit U
he : NormedSpace.exp (U * diagonal d * star U) = U * NormedSpace.exp (diagonal d) * star U
ht : A.trace = ∑ i, d i
i : n
x✝ : i ∈ Finset.univ
⊢ NormedSpace.exp d i = Real.exp (d i)
```

The first message says that the name `Pi.exp_apply` does not resolve to anything in this file. The `rw` therefore fails at its first entry, and the second message shows the goal left open: `NormedSpace.exp d i = Real.exp (d i)`. On the left, the whole function `d` is exponentiated and the result evaluated at `i`; on the right, the single number `d i` is exponentiated.

The repair drops the unknown name and keeps the rewrite with `Real.exp_eq_exp_ℝ`, which turns the real exponential on the right into `NormedSpace.exp`. What remains is that evaluation at `i` commutes with the exponential. `NormedSpace.map_exp` proves this for a continuous ring homomorphism: here the homomorphism is evaluation at `i`, given by `Pi.evalRingHom`, and `continuous_apply i` supplies its continuity. Applied to `d`, it closes the goal.

The repair, with which the file compiles:

```diff
@@ -32,5 +32,6 @@
     Real.exp_sum]
   refine Finset.prod_congr rfl fun i _ => ?_
-  rw [Pi.exp_apply, Real.exp_eq_exp_ℝ]
+  rw [Real.exp_eq_exp_ℝ]
+  exact NormedSpace.map_exp (Pi.evalRingHom (fun _ : n => ℝ) i) (continuous_apply i) d
 
 end
```
